# A lower bound on the total energy of biorthonormal amplitude pairs over modes of non-negative energy

Take finitely many uncoupled modes with non-negative energies `w i` in increasing order, and `k` pairs of real amplitude vectors, the columns of `X` and `Y`, with `k` at most the number of modes. The vectors need not be normalised one by one; the condition is `Xᵀ * Y = 1`, so each vector has overlap one with its partner and zero with the other vectors of the partner set. The lemma `diagonal_bound` states that the total energy, the sum over all `2k` vectors of squared amplitudes weighted by the mode energies, is at least twice the sum of the `k` lowest mode energies. The proof mixes both sets by one orthogonal matrix `V`, chosen so that the `j`-th column of `Y * V` has no component on modes below `j`, and then bounds the energy pair by pair. For this it needs the step `inv`, which says that the mixing leaves the energy of each set unchanged.

This version doesn't compile in Lean 4 with Mathlib:

```lean
import Mathlib

open Matrix InnerProductSpace

namespace DiagonalBound

/-- A diagonal form is the sum of the squared amplitudes weighted by the mode energies. -/
theorem trace_diagonal_form {n k : ℕ} (w : Fin n → ℝ) (N : Matrix (Fin n) (Fin k) ℝ) :
    (Nᵀ * diagonal w * N).trace = ∑ j, ∑ i, w i * N i j ^ 2 := by
  unfold Matrix.trace
  refine Finset.sum_congr rfl fun j _ => ?_
  rw [Matrix.diag_apply, Matrix.mul_apply]
  refine Finset.sum_congr rfl fun i _ => ?_
  rw [Matrix.mul_diagonal, Matrix.transpose_apply]
  ring

/-- For `k ≤ n`, an orthogonal mixing `V` of `k` trial vectors removes from the `j`-th vector
all components on modes below `j`. -/
theorem triangular_mixing {n k : ℕ} (hk : k ≤ n) (Y : Matrix (Fin n) (Fin k) ℝ) :
    ∃ V : Matrix (Fin k) (Fin k) ℝ, Vᵀ * V = 1 ∧
      ∀ (i : Fin n) (j : Fin k), i.val < j.val → (Y * V) i j = 0 := by
  have hin : ∀ x y : EuclideanSpace ℝ (Fin k),
      inner ℝ x y = ∑ a, x.ofLp a * y.ofLp a := by
    intro x y
    simp [PiLp.inner_apply, mul_comm]
  have hd : Module.finrank ℝ (EuclideanSpace ℝ (Fin k)) = Fintype.card (Fin k) := by simp
  -- Gram-Schmidt on the first k rows of Y
  let f : Fin k → EuclideanSpace ℝ (Fin k) := fun i => WithLp.toLp 2 (Y (Fin.castLE hk i))
  let b := gramSchmidtOrthonormalBasis hd f
  refine ⟨Matrix.of fun a j => (b j).ofLp a, ?_, ?_⟩
  · ext i j
    have e := orthonormal_iff_ite.mp b.orthonormal i j
    rw [hin] at e
    rw [Matrix.mul_apply, Matrix.one_apply]
    exact e
  · intro i j hij
    have e := gramSchmidtOrthonormalBasis_inv_triangular hd f
      (i := ⟨i.val, hij.trans j.isLt⟩) (j := j) hij
    rw [hin] at e
    rw [Matrix.mul_apply]
    refine Eq.trans ?_ e
    exact Finset.sum_congr rfl fun a _ => mul_comm _ _

/-- For nonnegative increasing mode energies, biorthonormal amplitudes `XᵀY = 1` of `k` pairs
have total energy at least twice the sum of the `k` lowest mode energies. -/
theorem diagonal_bound {n k : ℕ} (hk : k ≤ n) {w : Fin n → ℝ} (h0 : ∀ i, 0 ≤ w i)
    (hw : Monotone w) (X Y : Matrix (Fin n) (Fin k) ℝ) (hXY : Xᵀ * Y = 1) :
    2 * ∑ j : Fin k, w (Fin.castLE hk j)
      ≤ (Xᵀ * diagonal w * X).trace + (Yᵀ * diagonal w * Y).trace := by
  obtain ⟨V, hV, hT⟩ := triangular_mixing hk Y
  have hV' : V * Vᵀ = 1 := mul_eq_one_comm.mp hV
  -- the energy does not change under the orthogonal mixing
  have inv : ∀ M : Matrix (Fin n) (Fin k) ℝ,
      (Mᵀ * diagonal w * M).trace = ∑ j, ∑ i, w i * (M * V) i j ^ 2 := by
    intro M
    rw [← trace_diagonal_form]
    have e : (M * V)ᵀ * diagonal w * (M * V) = Vᵀ * (Mᵀ * diagonal w * M * V) := by
      simp only [transpose_mul, Matrix.mul_assoc]
    rw [e, Matrix.trace_mul_comm, Matrix.mul_assoc _ V, hV', Matrix.mul_one]
  have bi : (X * V)ᵀ * (Y * V) = 1 := by
    have e : (X * V)ᵀ * (Y * V) = Vᵀ * (Xᵀ * Y) * V := by
      simp only [transpose_mul, Matrix.mul_assoc]
    rw [e, hXY, Matrix.mul_one, hV]
  rw [inv X, inv Y, ← Finset.sum_add_distrib, Finset.mul_sum]
  refine Finset.sum_le_sum fun j _ => ?_
  have hb := congrFun (congrFun bi j) j
  rw [Matrix.mul_apply, Matrix.one_apply_eq] at hb
  simp only [Matrix.transpose_apply] at hb
  rw [← Finset.sum_add_distrib]
  calc 2 * w (Fin.castLE hk j)
      = ∑ i, 2 * w (Fin.castLE hk j) * ((X * V) i j * (Y * V) i j) := by
        rw [← Finset.mul_sum, hb, mul_one]
    _ ≤ ∑ i, (w i * (X * V) i j ^ 2 + w i * (Y * V) i j ^ 2) := by
        refine Finset.sum_le_sum fun i _ => ?_
        by_cases hij : i.val < j.val
        · rw [hT i j hij]
          nlinarith [mul_nonneg (h0 i) (sq_nonneg ((X * V) i j))]
        · -- only modes at or above j contribute to the overlap
          have hle : w (Fin.castLE hk j) ≤ w i := hw (Fin.le_def.mpr (not_lt.mp hij))
          nlinarith [mul_nonneg (h0 (Fin.castLE hk j)) (sq_nonneg ((X * V) i j - (Y * V) i j)),
            mul_nonneg (sub_nonneg.mpr hle)
              (add_nonneg (sq_nonneg ((X * V) i j)) (sq_nonneg ((Y * V) i j)))]

end DiagonalBound
```

Messages:

```
Main.lean:59:34: error: Tactic `rewrite` failed: Did not find an occurrence of the pattern
  ?m.273 * V * ?N
in the target expression
  (M * (Mᵀ * diagonal w)).trace = (Vᵀ * (Mᵀ * diagonal w * M * V)).trace

n k : ℕ
hk : k ≤ n
w : Fin n → ℝ
h0 : ∀ (i : Fin n), 0 ≤ w i
hw : Monotone w
X Y : Matrix (Fin n) (Fin k) ℝ
hXY : Xᵀ * Y = 1
V : Matrix (Fin k) (Fin k) ℝ
hV : Vᵀ * V = 1
hT : ∀ (i : Fin n) (j : Fin k), ↑i < ↑j → (Y * V) i j = 0
hV' : V * Vᵀ = 1
M : Matrix (Fin n) (Fin k) ℝ
e : (M * V)ᵀ * diagonal w * (M * V) = Vᵀ * (Mᵀ * diagonal w * M * V)
⊢ (M * (Mᵀ * diagonal w)).trace = (Vᵀ * (Mᵀ * diagonal w * M * V)).trace
```

Fix (accepted with no message):

```diff
@@ -57,5 +57,5 @@
     have e : (M * V)ᵀ * diagonal w * (M * V) = Vᵀ * (Mᵀ * diagonal w * M * V) := by
       simp only [transpose_mul, Matrix.mul_assoc]
-    rw [e, Matrix.trace_mul_comm, Matrix.mul_assoc _ V, hV', Matrix.mul_one]
+    rw [e, Matrix.trace_mul_comm Vᵀ, Matrix.mul_assoc _ V, hV', Matrix.mul_one]
   have bi : (X * V)ᵀ * (Y * V) = 1 := by
     have e : (X * V)ᵀ * (Y * V) = Vᵀ * (Xᵀ * Y) * V := by
```

Diagnosis. The error is in the proof of `inv`. After `rw [e]`, both sides of the goal are traces of products. `Matrix.trace_mul_comm`, given no arguments, fits either side, and `rw` took the left one, turning `Mᵀ * diagonal w * M` into `M * (Mᵀ * diagonal w)`. The right side, where the exchange was wanted, stayed as it was, with `Vᵀ` in front and `V` at the end. The next rewrite, `Matrix.mul_assoc _ V`, needs a product in which `V` is followed by another factor. There is none in the goal, and this is what the message reports.

The repair names the first factor: `Matrix.trace_mul_comm Vᵀ` can only match the trace on the right. It moves `Vᵀ` to the end, next to `V`. Then `Matrix.mul_assoc _ V` groups the two as `V * Vᵀ`, `hV'` replaces this product by `1`, and `Matrix.mul_one` removes it, which leaves the two sides equal.
